# Change in the Hylleraas energy when one trial function is added to a positive definite problem

Judging a new trial function only by its coupling through the perturbation to the reference state can mislead: a function with nonzero coupling may leave the second-order energy computed in the basis unchanged, and one with zero coupling may lower it. The problems below find the exact change for a finite basis, assuming that the extended matrix is positive definite.

Let $H_0$ be the unperturbed Hamiltonian and $E_0$ its eigenvalue for the normalised reference state. The trial functions are taken orthogonal to this state. Let $M$ be the matrix of $H_0-E_0$ in the trial functions, $b$ the vector of their couplings through the perturbation to the reference state, and $x$ the trial amplitudes. Positive definiteness holds, for example, when the reference state is a nondegenerate ground state of $H_0$ and the trial functions are linearly independent. The code takes $M$ and $b$ as given and does not construct them from a Hamiltonian.

```lean
import Mathlib

open Matrix
open scoped ComplexOrder

namespace HylleraasBasisExtension

noncomputable section

variable {n : Type*} [Fintype n] [DecidableEq n]
```

A star denotes the conjugate transpose, so `star b ⬝ᵥ x` is $b^*x$. The functional is $F(x)=x^*Mx+x^*b+b^*x$.

```lean
/-- The Hylleraas functional `x*Mx + x*b + b*x` of the trial amplitudes `x`, with
matrix `M` and coupling vector `b`. -/
def hylleraasFunctional (M : Matrix n n ℂ) (b x : n → ℂ) : ℂ :=
  star x ⬝ᵥ M *ᵥ x + star x ⬝ᵥ b + star b ⬝ᵥ x
```

The energy is $E(M,b)=-b^*M^{-1}b$.

```lean
/-- The Hylleraas energy `-b*M⁻¹b`. -/
def hylleraasEnergy (M : Matrix n n ℂ) (b : n → ℂ) : ℂ :=
  -(star b ⬝ᵥ M⁻¹ *ᵥ b)
```

The old basis is a finite type `n`, possibly empty, with matrix $A$. The new function has matrix elements $c$ with the old ones, diagonal element $d$ and coupling $f$. The extended basis is `n ⊕ Unit`, with matrix

$$M_+=\begin{pmatrix}A&c\\c^*&d\end{pmatrix}.$$

```lean
/-- The matrix `[[A, c], [c*, d]]` of the basis extended by one trial function. -/
def extendMatrix (A : Matrix n n ℂ) (c : n → ℂ) (d : ℂ) : Matrix (n ⊕ Unit) (n ⊕ Unit) ℂ :=
  Matrix.fromBlocks A (Matrix.of fun i _ => c i) (Matrix.of fun _ j => star (c j))
    (Matrix.of fun _ _ => d)
```

Vectors in the extended basis are pairs $(x,t)$.

```lean
/-- The vector `(x, t)` in the extended basis. -/
def extendVec (x : n → ℂ) (t : ℂ) : n ⊕ Unit → ℂ :=
  Sum.elim x fun _ => t
```

### (a) Action of the extended matrix

Show that $M_+(x,t)=(Ax+tc,\;c^*x+dt)$.

Multiply out the two block rows. Lean likewise treats old and new indices separately.

```lean
omit [DecidableEq n] in
/-- The extended matrix acts on `(x, t)` as `(Ax + tc, c*x + dt)`. -/
theorem extendMatrix_mulVec (A : Matrix n n ℂ) (c x : n → ℂ) (d t : ℂ) :
    extendMatrix A c d *ᵥ extendVec x t
      = extendVec (A *ᵥ x + t • c) (star c ⬝ᵥ x + d * t) := by
  funext i
  rcases i with i | i <;>
    simp [extendMatrix, extendVec, Matrix.mulVec, dotProduct, Fintype.sum_sum_type, mul_comm]
```

### (b) Inner product of extended vectors

Show that $(x,t)^*(y,w)=x^*y+\bar t w$.

Split the sum into the old indices and the new one.

```lean
omit [DecidableEq n] in
private lemma star_extendVec_dotProduct (x y : n → ℂ) (t w : ℂ) :
    star (extendVec x t) ⬝ᵥ extendVec y w = star x ⬝ᵥ y + star t * w := by
  simp [extendVec, dotProduct, Fintype.sum_sum_type]
```

### (c) Invertibility

Show that $\det M\neq0$ for positive definite $M$.

The determinant is the product of the eigenvalues, all of which are positive.

```lean
private lemma isUnit_det {M : Matrix n n ℂ} (hM : M.PosDef) : IsUnit M.det :=
  isUnit_iff_ne_zero.mpr hM.det_pos.ne'
```

### (d) Solving the linear system

Show that $M(M^{-1}b)=b$ for positive definite $M$.

By (c), $MM^{-1}=1$.

```lean
private lemma mulVec_inv {M : Matrix n n ℂ} (hM : M.PosDef) (b : n → ℂ) :
    M *ᵥ (M⁻¹ *ᵥ b) = b := by
  rw [Matrix.mulVec_mulVec, Matrix.mul_nonsing_inv _ (isUnit_det hM), Matrix.one_mulVec]
```

### (e) Conjugating a Hermitian form

For Hermitian $H$, show that $\overline{x^*Hy}=y^*Hx$.

The conjugate of a number is its adjoint: $(x^*Hy)^*=y^*H^*x=y^*Hx$.

```lean
omit [DecidableEq n] in
private lemma star_form {H : Matrix n n ℂ} (hH : H.IsHermitian) (x y : n → ℂ) :
    star (star x ⬝ᵥ H *ᵥ y) = star y ⬝ᵥ H *ᵥ x := by
  rw [← Matrix.star_dotProduct, Matrix.star_mulVec, hH.eq, ← Matrix.dotProduct_mulVec]
```

### (f) Completing the square

With $M$ positive definite and $u=M^{-1}b$, show that $F(x)=E(M,b)+(x+u)^*M(x+u)$.

Since $Mu=b$ and $u^*M=b^*$, the square expands to $x^*Mx+x^*b+b^*x+b^*u$. Adding $E(M,b)=-b^*u$ leaves $F(x)$. In the code, `h1` is $u^*My=b^*y$ and `h2` is $u^*b=b^*u$.

```lean
/-- For positive definite `M`, the Hylleraas functional is the Hylleraas energy plus the quadratic
form of `M` in the deviation of `x` from `-M⁻¹b`. -/
theorem hylleraasFunctional_eq {M : Matrix n n ℂ} (hM : M.PosDef) (b x : n → ℂ) :
    hylleraasFunctional M b x = hylleraasEnergy M b
      + star (x + M⁻¹ *ᵥ b) ⬝ᵥ M *ᵥ (x + M⁻¹ *ᵥ b) := by
  have hMu := mulVec_inv hM b
  have h1 : ∀ y : n → ℂ, star (M⁻¹ *ᵥ b) ⬝ᵥ M *ᵥ y = star b ⬝ᵥ y := fun y => by
    rw [← star_form hM.isHermitian y (M⁻¹ *ᵥ b), hMu, ← Matrix.star_dotProduct]
  have h2 : star (M⁻¹ *ᵥ b) ⬝ᵥ b = star b ⬝ᵥ M⁻¹ *ᵥ b := by
    have h := h1 (M⁻¹ *ᵥ b)
    rwa [hMu] at h
  unfold hylleraasFunctional hylleraasEnergy
  rw [star_add, Matrix.mulVec_add, hMu, add_dotProduct, dotProduct_add, dotProduct_add,
    h1 x, h2]
  ring
```

### (g) The energy as a minimum

Show that $\min_x F(x)=E(M,b)$.

The square in (f) is nonnegative and vanishes at $x=-u$. `IsLeast` records both the bound and its attainment. In the order on ℂ used here, $z\le w$ means that $w-z$ is real and nonnegative.

```lean
/-- For positive definite `M`, the Hylleraas energy is the least value of the Hylleraas functional
over all trial amplitudes. -/
theorem hylleraasEnergy_isLeast {M : Matrix n n ℂ} (hM : M.PosDef) (b : n → ℂ) :
    IsLeast (Set.range (hylleraasFunctional M b)) (hylleraasEnergy M b) := by
  constructor
  · -- the minimum is attained at the amplitudes `-M⁻¹b`
    refine ⟨-(M⁻¹ *ᵥ b), ?_⟩
    rw [hylleraasFunctional_eq hM, neg_add_cancel, Matrix.mulVec_zero, dotProduct_zero, add_zero]
  · rintro _ ⟨x, rfl⟩
    rw [hylleraasFunctional_eq hM]
    exact le_add_of_nonneg_right (hM.posSemidef.dotProduct_mulVec_nonneg _)
```

### (h) The old matrix

Show that $A$ is positive definite if $M_+$ is.

For $x\neq0$, (a) and (b) give $x^*Ax=(x,0)^*M_+(x,0)>0$. Hermiticity is read off the upper left block.

```lean
/-- If the extended matrix is positive definite, so is the matrix of the original basis. -/
theorem posDef_of_extend {A : Matrix n n ℂ} {c : n → ℂ} {d : ℂ}
    (h : (extendMatrix A c d).PosDef) : A.PosDef := by
  rw [Matrix.posDef_iff_dotProduct_mulVec]
  refine ⟨Matrix.IsHermitian.ext fun i j => ?_, fun x hx => ?_⟩
  · simpa [extendMatrix] using h.isHermitian.apply (Sum.inl i) (Sum.inl j)
  · -- test the extended matrix on `(x, 0)`
    have hne : extendVec x 0 ≠ 0 := fun h0 => hx (funext fun i => congrFun h0 (Sum.inl i))
    have hp := h.dotProduct_mulVec_pos hne
    rw [extendMatrix_mulVec, star_extendVec_dotProduct] at hp
    simpa using hp
```

### (i) The denominator

Show that $s=d-c^*A^{-1}c>0$.

Take $v=(-A^{-1}c,1)$, which is nonzero. By (a), $M_+v=(0,s)$, so $s=v^*M_+v>0$.

```lean
/-- If the extended matrix is positive definite, then `d - c*A⁻¹c` is real and positive. -/
theorem schur_pos {A : Matrix n n ℂ} {c : n → ℂ} {d : ℂ}
    (h : (extendMatrix A c d).PosDef) : 0 < d - star c ⬝ᵥ A⁻¹ *ᵥ c := by
  -- test the extended matrix on `(-A⁻¹c, 1)`
  have hne : extendVec (-(A⁻¹ *ᵥ c)) 1 ≠ 0 := fun h0 =>
    one_ne_zero (α := ℂ) (congrFun h0 (Sum.inr ()))
  have hp := h.dotProduct_mulVec_pos hne
  rw [extendMatrix_mulVec, star_extendVec_dotProduct, Matrix.mulVec_neg,
    mulVec_inv (posDef_of_extend h), one_smul, neg_add_cancel, dotProduct_zero, zero_add,
    star_one, one_mul, mul_one, dotProduct_neg] at hp
  have e : d - star c ⬝ᵥ A⁻¹ *ᵥ c = -(star c ⬝ᵥ A⁻¹ *ᵥ c) + d := by ring
  rw [e]
  exact hp
```

### (j) Block elimination

Let $r=f-c^*A^{-1}b$ and $ts=r$. Show that $M_+^{-1}(b,f)=(A^{-1}b-tA^{-1}c,\;t)$.

Apply $M_+$ to the right-hand side. The first block is $b-tc+tc=b$; the second is $c^*A^{-1}b-tc^*A^{-1}c+dt=c^*A^{-1}b+ts=f$. This is `hy`; applying $M_+^{-1}$ finishes the proof.

```lean
/-- Block elimination: if the extended matrix is positive definite and `t (d - c*A⁻¹c) = f -
c*A⁻¹b`, the inverse of the extended matrix sends `(b, f)` to `(A⁻¹b - t A⁻¹c, t)`. -/
theorem extend_inv_mulVec {A : Matrix n n ℂ} {c : n → ℂ} {d : ℂ}
    (h : (extendMatrix A c d).PosDef) (b : n → ℂ) (f t : ℂ)
    (ht : t * (d - star c ⬝ᵥ A⁻¹ *ᵥ c) = f - star c ⬝ᵥ A⁻¹ *ᵥ b) :
    (extendMatrix A c d)⁻¹ *ᵥ extendVec b f
      = extendVec (A⁻¹ *ᵥ b - t • (A⁻¹ *ᵥ c)) t := by
  have hA := posDef_of_extend h
  have hy : extendMatrix A c d *ᵥ extendVec (A⁻¹ *ᵥ b - t • (A⁻¹ *ᵥ c)) t
      = extendVec b f := by
    rw [extendMatrix_mulVec, Matrix.mulVec_sub, Matrix.mulVec_smul, mulVec_inv hA,
      mulVec_inv hA, sub_add_cancel, dotProduct_sub, dotProduct_smul, smul_eq_mul]
    congr 1
    linear_combination ht
  rw [← hy, Matrix.mulVec_mulVec, Matrix.nonsing_inv_mul _ (isUnit_det h), Matrix.one_mulVec]
```

### (k) The energy change

Show that

$$E(M_+,(b,f))=E(A,b)-\frac{|f-c^*A^{-1}b|^2}{d-c^*A^{-1}c}.$$

Put $t=r/s$ in (j) and contract with $(b,f)$:

$$b^*A^{-1}b+t(\bar f-b^*A^{-1}c)=b^*A^{-1}b+\bar r t=b^*A^{-1}b+\frac{|r|^2}{s}.$$

The first equality uses (e) with $H=A^{-1}$, which is `hsw`. A change of sign gives the energy.

For $A=2$, $b=2$, $c=1$, $d=1$, one has $E(A,b)=-2$ and $s=\tfrac12$. With $f=0$, $r=-1$, and the energy falls by $2$ to $-4$, although the new function has no direct coupling.

```lean
/-- If the extended matrix is positive definite, adding one trial function changes the Hylleraas
energy by `-|f - c*A⁻¹b|² / (d - c*A⁻¹c)`. -/
theorem hylleraasEnergy_extend {A : Matrix n n ℂ} {c : n → ℂ} {d : ℂ}
    (h : (extendMatrix A c d).PosDef) (b : n → ℂ) (f : ℂ) :
    hylleraasEnergy (extendMatrix A c d) (extendVec b f)
      = hylleraasEnergy A b
        - (‖f - star c ⬝ᵥ A⁻¹ *ᵥ b‖ : ℂ) ^ 2 / (d - star c ⬝ᵥ A⁻¹ *ᵥ c) := by
  have hs := (schur_pos h).ne'
  have hsw := star_form (posDef_of_extend h).isHermitian.inv c b
  have hr : (‖f - star c ⬝ᵥ A⁻¹ *ᵥ b‖ : ℂ) ^ 2
      = star (f - star c ⬝ᵥ A⁻¹ *ᵥ b) * (f - star c ⬝ᵥ A⁻¹ *ᵥ b) :=
    (Complex.conj_mul' _).symm
  unfold hylleraasEnergy
  -- insert the solution of the extended linear system
  rw [extend_inv_mulVec h b f _ (div_mul_cancel₀ _ hs), star_extendVec_dotProduct,
    dotProduct_sub, dotProduct_smul, smul_eq_mul, hr, star_sub, hsw]
  ring
```

### (l) No increase on extension

Show that $E(M_+,(b,f))\le E(A,b)$.

The subtracted term is $|r|^2/s\ge0$. Lean first rewrites $s$ as a positive real number. As long as the extended matrix is positive definite, adding a function to a finite basis therefore never raises the minimum of the functional.

```lean
/-- If the extended matrix is positive definite, adding one trial function does not raise the
Hylleraas energy. -/
theorem hylleraasEnergy_extend_le {A : Matrix n n ℂ} {c : n → ℂ} {d : ℂ}
    (h : (extendMatrix A c d).PosDef) (b : n → ℂ) (f : ℂ) :
    hylleraasEnergy (extendMatrix A c d) (extendVec b f) ≤ hylleraasEnergy A b := by
  rw [hylleraasEnergy_extend h]
  have hs := Complex.lt_def.mp (schur_pos h)
  obtain ⟨s, hs0, hse⟩ : ∃ s : ℝ, 0 < s ∧ d - star c ⬝ᵥ A⁻¹ *ᵥ c = (s : ℂ) :=
    ⟨_, hs.1, Complex.ext rfl hs.2.symm⟩
  rw [hse]
  have hq : (0 : ℂ) ≤ ((‖f - star c ⬝ᵥ A⁻¹ *ᵥ b‖ ^ 2 / s : ℝ) : ℂ) :=
    Complex.zero_le_real.mpr (by positivity)
  rw [Complex.ofReal_div, Complex.ofReal_pow] at hq
  exact sub_le_self _ hq
```

### (m) Functions that contribute nothing

Show that the energy is unchanged exactly when $f=c^*A^{-1}b$.

As $s\neq0$, the term $|r|^2/s$ vanishes only for $r=0$. In the numerical instance this happens at $f=1$: the coupling is nonzero, yet the energy stays at $-2$.

```lean
/-- If the extended matrix is positive definite, the added trial function leaves the Hylleraas
energy unchanged exactly when `f = c*A⁻¹b`. -/
theorem hylleraasEnergy_extend_eq_iff {A : Matrix n n ℂ} {c : n → ℂ} {d : ℂ}
    (h : (extendMatrix A c d).PosDef) (b : n → ℂ) (f : ℂ) :
    hylleraasEnergy (extendMatrix A c d) (extendVec b f) = hylleraasEnergy A b
      ↔ f = star c ⬝ᵥ A⁻¹ *ᵥ b := by
  rw [hylleraasEnergy_extend h, sub_eq_self, div_eq_zero_iff, or_iff_left (schur_pos h).ne',
    pow_eq_zero_iff two_ne_zero, Complex.ofReal_eq_zero, norm_eq_zero, sub_eq_zero]

end

end HylleraasBasisExtension
```

```lean
#print axioms HylleraasBasisExtension.hylleraasEnergy_isLeast
-- 'HylleraasBasisExtension.hylleraasEnergy_isLeast' depends on axioms: [propext, Classical.choice, Quot.sound]
#print axioms HylleraasBasisExtension.hylleraasEnergy_extend_le
-- 'HylleraasBasisExtension.hylleraasEnergy_extend_le' depends on axioms: [propext, Classical.choice, Quot.sound]
#print axioms HylleraasBasisExtension.hylleraasEnergy_extend_eq_iff
-- 'HylleraasBasisExtension.hylleraasEnergy_extend_eq_iff' depends on axioms: [propext, Classical.choice, Quot.sound]
```
